# Link phases never lower the one-particle ground energy on a finite connected graph with positive hopping

A: Let one particle move on a finite connected graph with Hamiltonian

(H_θ ψ)_x = v_x ψ_x − Σ_{y∼x} t_xy exp(iθ_xy) ψ_y,

where y∼x means that y is a neighbour of x, v is real, t_xy = t_yx > 0 on edges, and θ_yx = −θ_xy. Its lowest eigenvalue E₁ is at least the lowest eigenvalue E₀ of H_0. Equality holds exactly when exp(iθ_xy) = g_x ḡ_y on every edge, for some complex numbers g_x of modulus one. So in a tight-binding model of this form, with every t_xy positive, a magnetic field that enters only through link phases cannot lower the ground energy of a single spinless particle.

Q: What does the code take "lowest eigenvalue" to mean?

A: The least element of `levels A`, the set of real E for which Aψ = Eψ has a nonzero solution.

In Lean 4 with Mathlib:

```lean
import Mathlib

open Matrix
open scoped ComplexOrder

namespace DiamagneticInequality

noncomputable section

variable {V : Type*} [Fintype V] [DecidableEq V]

/-- The real energy levels of a matrix: the real numbers that have a nonzero eigenvector. -/
def levels (A : Matrix V V ℂ) : Set ℝ :=
  {E | ∃ ψ : V → ℂ, ψ ≠ 0 ∧ A *ᵥ ψ = (E : ℂ) • ψ}
```

Q: And are the wave functions normalised?

A: No. `energy` is Re ⟨ψ, Aψ⟩, so the expectation value is `energy A ψ` divided by Σ_x |ψ_x|². `modulus` replaces ψ by |ψ|.

```lean
/-- The energy form `Re ⟨ψ, A ψ⟩` of a wave function, which need not be normalised. -/
def energy (A : Matrix V V ℂ) (ψ : V → ℂ) : ℝ := (star ψ ⬝ᵥ A *ᵥ ψ).re

/-- The wave function stripped of its phases, `|ψ|`. -/
def modulus (ψ : V → ℂ) : V → ℂ := fun x => ((‖ψ x‖ : ℝ) : ℂ)
```

Q: Where is the magnetic field?

A: In `θ`, the phase picked up along each link; `0` in its place means no field. With the minus sign in front, positive `t` means that without a field hopping favours equal phases on neighbouring sites.

```lean
/-- The lattice Hamiltonian with site potential `v` and hopping `-t x y * exp (i θ x y)`
on the edges of the graph `G`. -/
def hamiltonian (G : SimpleGraph V) [DecidableRel G.Adj] (t : V → V → ℝ) (v : V → ℝ)
    (θ : V → V → ℝ) : Matrix V V ℂ :=
  Matrix.of fun x y => (if x = y then (v x : ℂ) else 0) -
    if G.Adj x y then (t x y : ℂ) * Complex.exp (θ x y * Complex.I) else 0
```

Q: You assume that E₀ and E₁ are least levels. Could that assumption be empty?

A: No. A Hermitian matrix on a nonempty site set has finitely many levels and at least one, hence a least one. A connected graph has a site.

```lean
variable {G : SimpleGraph V} [DecidableRel G.Adj] {t : V → V → ℝ} {v : V → ℝ} {θ : V → V → ℝ}

/-- A Hermitian matrix on a nonempty finite set of sites has a lowest energy level. -/
theorem exists_lowest_level [Nonempty V] {A : Matrix V V ℂ} (hA : A.IsHermitian) :
    ∃ E, IsLeast (levels A) E := by
  have hfin : (levels A).Finite := by
    refine ((Module.End.finite_hasEigenvalue (Matrix.toLin' A)).preimage
      Complex.ofReal_injective.injOn).subset ?_
    rintro E ⟨ψ, hψ, h⟩
    show Module.End.HasEigenvalue (Matrix.toLin' A) (E : ℂ)
    exact Module.End.hasEigenvalue_of_hasEigenvector (x := ψ)
      ⟨Module.End.mem_eigenspace_iff.mpr (by rw [Matrix.toLin'_apply]; exact h), hψ⟩
  have hne : (levels A).Nonempty := by
    obtain ⟨i⟩ := ‹Nonempty V›
    refine ⟨hA.eigenvalues i, (hA.eigenvectorBasis i).ofLp, fun h0 => ?_, ?_⟩
    · apply hA.eigenvectorBasis.orthonormal.ne_zero i
      ext j
      exact congrFun h0 j
    · funext j
      have hj := congrFun (hA.mulVec_eigenvectorBasis i) j
      simpa only [Pi.smul_apply, Complex.real_smul, smul_eq_mul] using hj
  obtain ⟨E, hE, hmin⟩ := Set.exists_min_image _ id hfin hne
  exact ⟨E, hE, fun F hF => hmin F hF⟩
```

Q: Then you need the variational principle.

A: With its equality case. If A is Hermitian and E is its lowest level, A − E has no negative eigenvalue, so

⟨φ, Aφ⟩ − E Σ_x |φ_x|² = ⟨φ, (A − E)φ⟩ ≥ 0.

For a positive semidefinite matrix this form vanishes only if (A − E)φ = 0. The two lemmas follow that order.

```lean
/-- Subtracting the lowest level from a Hermitian matrix leaves a positive semidefinite one. -/
theorem posSemidef_sub_lowest {A : Matrix V V ℂ} (hA : A.IsHermitian) {E : ℝ}
    (hE : IsLeast (levels A) E) : (A - (E : ℂ) • (1 : Matrix V V ℂ)).PosSemidef := by
  have hB : (A - (E : ℂ) • (1 : Matrix V V ℂ)).IsHermitian :=
    hA.sub (by simp [Matrix.IsHermitian, Matrix.conjTranspose_smul])
  rw [hB.posSemidef_iff_eigenvalues_nonneg]
  intro i
  -- an eigenvalue of the shifted matrix is a level of `A` measured from `E`
  have hmem : E + hB.eigenvalues i ∈ levels A := by
    refine ⟨(hB.eigenvectorBasis i).ofLp, fun h0 => ?_, ?_⟩
    · apply hB.eigenvectorBasis.orthonormal.ne_zero i
      ext j
      exact congrFun h0 j
    · have h := hB.mulVec_eigenvectorBasis i
      rw [Matrix.sub_mulVec, Matrix.smul_mulVec, Matrix.one_mulVec] at h
      funext j
      have hj := congrFun h j
      simp only [Pi.sub_apply, Pi.smul_apply, smul_eq_mul, Complex.real_smul] at hj ⊢
      push_cast
      linear_combination hj
  have h := hE.2 hmem
  show 0 ≤ hB.eigenvalues i
  linarith

/-- Variational principle: the energy form is at least the lowest level times the squared norm,
with equality exactly for solutions of the eigenvalue equation at that level. -/
theorem variational_principle {A : Matrix V V ℂ} (hA : A.IsHermitian) {E : ℝ}
    (hE : IsLeast (levels A) E) (φ : V → ℂ) :
    E * ∑ x, ‖φ x‖ ^ 2 ≤ energy A φ ∧
      (energy A φ = E * ∑ x, ‖φ x‖ ^ 2 ↔ A *ᵥ φ = (E : ℂ) • φ) := by
  have hP := posSemidef_sub_lowest hA hE
  have hB : (A - (E : ℂ) • (1 : Matrix V V ℂ)) *ᵥ φ = A *ᵥ φ - (E : ℂ) • φ := by
    rw [Matrix.sub_mulVec, Matrix.smul_mulVec, Matrix.one_mulVec]
  have hN : star φ ⬝ᵥ φ = ((∑ x, ‖φ x‖ ^ 2 : ℝ) : ℂ) := by
    simp only [dotProduct, Pi.star_apply]
    push_cast
    exact Finset.sum_congr rfl fun x _ => Complex.conj_mul' (φ x)
  have hnn := Complex.le_def.mp (hP.dotProduct_mulVec_nonneg φ)
  have hre : (star φ ⬝ᵥ (A - (E : ℂ) • (1 : Matrix V V ℂ)) *ᵥ φ).re =
      energy A φ - E * ∑ x, ‖φ x‖ ^ 2 := by
    rw [hB, dotProduct_sub, dotProduct_smul, hN, smul_eq_mul, Complex.sub_re,
      Complex.re_ofReal_mul, Complex.ofReal_re]
    rfl
  refine ⟨?_, fun h => ?_, fun h => ?_⟩
  · have h := hnn.1
    rw [hre, Complex.zero_re] at h
    linarith
  · have hz : star φ ⬝ᵥ (A - (E : ℂ) • (1 : Matrix V V ℂ)) *ᵥ φ = 0 :=
      Complex.ext (by rw [hre, h, sub_self, Complex.zero_re]) hnn.2.symm
    have h0 := (hP.dotProduct_mulVec_zero_iff φ).mp hz
    rw [hB] at h0
    exact sub_eq_zero.mp h0
  · rw [hB, h, sub_self, dotProduct_zero, Complex.zero_re] at hre
    linarith
```

Q: Is H_θ Hermitian?

A: Yes: symmetric t and antisymmetric θ make the yx entry the conjugate of the xy entry. The second lemma below recovers the formula I began with.

```lean
omit [Fintype V] in
/-- With symmetric hopping and antisymmetric link phases the Hamiltonian is Hermitian. -/
theorem hamiltonian_isHermitian (hsymm : ∀ x y, t x y = t y x)
    (hθ : ∀ x y, θ y x = -θ x y) : (hamiltonian G t v θ).IsHermitian := by
  apply Matrix.IsHermitian.ext
  intro i j
  by_cases h : i = j
  · subst h
    simp [hamiltonian]
  by_cases hadj : G.Adj i j
  · have he : star (Complex.exp (θ j i * Complex.I)) = Complex.exp (θ i j * Complex.I) := by
      rw [hθ i j, Complex.star_def, ← Complex.exp_conj]
      simp
    have ht : star ((t j i : ℝ) : ℂ) = (t i j : ℂ) := by
      rw [hsymm j i]
      exact Complex.conj_ofReal _
    simp only [hamiltonian, Matrix.of_apply, if_neg h, if_neg (Ne.symm h), if_pos hadj,
      if_pos hadj.symm, zero_sub, star_neg, star_mul', he, ht]
  · simp [hamiltonian, h, Ne.symm h, hadj, G.adj_comm j i]

/-- The Hamiltonian acts by the site potential minus the hopping from neighbouring sites. -/
theorem hamiltonian_mulVec (ψ : V → ℂ) (x : V) :
    (hamiltonian G t v θ *ᵥ ψ) x = v x * ψ x -
      ∑ y, if G.Adj x y then (t x y : ℂ) * Complex.exp (θ x y * Complex.I) * ψ y else 0 := by
  simp only [hamiltonian, Matrix.mulVec, dotProduct, Matrix.of_apply, sub_mul, ite_mul, zero_mul,
    Finset.sum_sub_distrib, Finset.sum_ite_eq, Finset.mem_univ, if_true]
```

Q: Now compare the two energies.

A: The potential terms of ψ and |ψ| agree and cancel. What remains, over ordered pairs of neighbours, is

energy_θ(ψ) − energy_0(|ψ|) = Σ_{x∼y} t_xy (|ψ_x||ψ_y| − Re(ψ̄_x exp(iθ_xy) ψ_y)).

Each term is nonnegative, because Re w ≤ |w|.

```lean
/-- The energy form of `ψ` in the field minus the zero-field energy form of `|ψ|` is the sum, over
ordered pairs of neighbours, of `t x y * (|ψ x| |ψ y| - Re (conj (ψ x) * exp (i θ x y) * ψ y))`. -/
theorem energy_gap (ψ : V → ℂ) :
    energy (hamiltonian G t v θ) ψ - energy (hamiltonian G t v 0) (modulus ψ) =
      ∑ x, ∑ y, if G.Adj x y then t x y * (‖ψ x‖ * ‖ψ y‖ -
        (star (ψ x) * Complex.exp (θ x y * Complex.I) * ψ y).re) else 0 := by
  have key : ∀ (η : V → V → ℝ) (φ : V → ℂ), energy (hamiltonian G t v η) φ =
      ∑ x, v x * ‖φ x‖ ^ 2 - ∑ x, ∑ y, if G.Adj x y then
        t x y * (star (φ x) * Complex.exp (η x y * Complex.I) * φ y).re else 0 := by
    intro η φ
    simp only [energy, dotProduct, hamiltonian_mulVec, Pi.star_apply, Complex.re_sum]
    rw [← Finset.sum_sub_distrib]
    refine Finset.sum_congr rfl fun x _ => ?_
    rw [mul_sub, Complex.sub_re, Finset.mul_sum, Complex.re_sum]
    congr 1
    · rw [Complex.sq_norm, Complex.normSq_apply]
      simp only [Complex.star_def, Complex.mul_re, Complex.mul_im, Complex.conj_re,
        Complex.conj_im, Complex.ofReal_re, Complex.ofReal_im]
      ring
    · refine Finset.sum_congr rfl fun y _ => ?_
      split_ifs
      · rw [← Complex.re_ofReal_mul]
        congr 1
        ring
      · simp
  have h0 : energy (hamiltonian G t v 0) (modulus ψ) = ∑ x, v x * ‖ψ x‖ ^ 2 -
      ∑ x, ∑ y, if G.Adj x y then t x y * (‖ψ x‖ * ‖ψ y‖) else 0 := by
    rw [key]
    simp [modulus]
  rw [key, h0, sub_sub_sub_cancel_left, ← Finset.sum_sub_distrib]
  refine Finset.sum_congr rfl fun x _ => ?_
  rw [← Finset.sum_sub_distrib]
  refine Finset.sum_congr rfl fun y _ => ?_
  split_ifs <;> ring
```

Q: Dividing by |ψ| later will fail at a node.

A: There are none in the equality case, where |ψ| solves the zero-field equation. If ψ_x = 0, that equation at x reads

Σ_{y∼x} t_xy |ψ_y| = 0,

so every neighbour vanishes too. Induction along a walk carries the zero to all sites, contradicting ψ ≠ 0.

```lean
/-- On a connected graph with positive hopping on its edges, if `|ψ|` solves the zero-field
eigenvalue equation and `ψ` is not identically zero, then `ψ` vanishes at no site. -/
theorem no_zeros (hG : G.Connected) (ht : ∀ x y, G.Adj x y → 0 < t x y) {ψ : V → ℂ}
    (hψ : ψ ≠ 0) {E : ℝ}
    (h : hamiltonian G t v 0 *ᵥ modulus ψ = (E : ℂ) • modulus ψ) (x : V) : ψ x ≠ 0 := by
  -- a zero at one site forces zeros at all its neighbours
  have step : ∀ x y, G.Adj x y → ψ x = 0 → ψ y = 0 := by
    intro x y hxy h0
    have hs : ∑ z, (if G.Adj x z then t x z * ‖ψ z‖ else 0) = 0 := by
      have hx := congrFun h x
      rw [hamiltonian_mulVec] at hx
      simpa [modulus, h0, apply_ite Complex.re, Complex.re_sum] using congrArg Complex.re hx
    have hnn : ∀ z ∈ Finset.univ, 0 ≤ (if G.Adj x z then t x z * ‖ψ z‖ else 0) := by
      intro z _
      split_ifs with hz
      · exact mul_nonneg (ht x z hz).le (norm_nonneg _)
      · exact le_rfl
    have hy := (Finset.sum_eq_zero_iff_of_nonneg hnn).mp hs y (Finset.mem_univ y)
    rw [if_pos hxy] at hy
    exact norm_eq_zero.mp ((mul_eq_zero.mp hy).resolve_left (ht x y hxy).ne')
  have spread : ∀ x y, G.Walk x y → ψ x = 0 → ψ y = 0 := by
    intro x y p
    induction p with
    | nil => exact id
    | cons hadj _ ih => exact fun h0 => ih (step _ _ hadj h0)
  intro h0
  apply hψ
  funext y
  obtain ⟨p⟩ := hG.preconnected x y
  exact spread x y p h0
```

Q: Put it together.

A: Take ψ to be a ground state of H_θ and N = Σ_x |ψ_x|² > 0. Then

E₁N = energy_θ(ψ) ≥ energy_0(|ψ|) ≥ E₀N.

If E₁ = E₀, both inequalities are equalities. The second makes |ψ| a zero-field ground state, so it has no nodes. The first makes every link term zero, so Re w = |w| for w = ψ̄_x exp(iθ_xy) ψ_y. Hence Im w = 0 and

ψ̄_x exp(iθ_xy) ψ_y = |ψ_x||ψ_y|.

With g_x = ψ_x/|ψ_x| this is exp(iθ_xy) = g_x ḡ_y; `linear_combination` does that algebra.

Conversely, given g and a zero-field ground state φ, the factor ḡ_y g_y = 1 gives

(H_θ(gφ))_x = g_x (H_0 φ)_x = E₀ g_x φ_x,

so E₀ is a level of H_θ and E₁ ≤ E₀.

```lean
/-- Diamagnetic inequality: on a connected graph with symmetric positive hopping, antisymmetric link
phases never lower the lowest level, and they leave it unchanged exactly when there are complex
numbers `g x` of modulus one with `exp (i θ x y) = g x * conj (g y)` on every edge. -/
theorem diamagnetic_inequality (hG : G.Connected) (hsymm : ∀ x y, t x y = t y x)
    (ht : ∀ x y, G.Adj x y → 0 < t x y) (hθ : ∀ x y, θ y x = -θ x y) {E₀ E₁ : ℝ}
    (h₀ : IsLeast (levels (hamiltonian G t v 0)) E₀)
    (h₁ : IsLeast (levels (hamiltonian G t v θ)) E₁) :
    E₀ ≤ E₁ ∧ (E₁ = E₀ ↔ ∃ g : V → ℂ, (∀ x, ‖g x‖ = 1) ∧
      ∀ x y, G.Adj x y → Complex.exp (θ x y * Complex.I) = g x * star (g y)) := by
  obtain ⟨ψ, hψ, hE⟩ := h₁.1
  have e1 := (variational_principle (hamiltonian_isHermitian hsymm hθ) h₁ ψ).2.mpr hE
  have e0 := variational_principle
    (hamiltonian_isHermitian hsymm (fun x y => by simp)) h₀ (modulus ψ)
  have hN : ∑ x, ‖modulus ψ x‖ ^ 2 = ∑ x, ‖ψ x‖ ^ 2 := by simp [modulus]
  rw [hN] at e0
  have hpos : 0 < ∑ x, ‖ψ x‖ ^ 2 := by
    obtain ⟨x, hx⟩ := Function.ne_iff.mp hψ
    exact Finset.sum_pos' (fun _ _ => sq_nonneg _)
      ⟨x, Finset.mem_univ x, pow_pos (norm_pos_iff.mpr hx) 2⟩
  have hn : ∀ x y, ‖star (ψ x) * Complex.exp (θ x y * Complex.I) * ψ y‖ = ‖ψ x‖ * ‖ψ y‖ := by
    intro x y
    rw [norm_mul, norm_mul, norm_star, Complex.norm_exp_ofReal_mul_I, mul_one]
  have hterm : ∀ x y, 0 ≤ (if G.Adj x y then t x y * (‖ψ x‖ * ‖ψ y‖ -
      (star (ψ x) * Complex.exp (θ x y * Complex.I) * ψ y).re) else 0) := by
    intro x y
    split_ifs with h
    · exact mul_nonneg (ht x y h).le
        (sub_nonneg.mpr ((Complex.re_le_norm _).trans_eq (hn x y)))
    · exact le_rfl
  have gap := energy_gap (G := G) (t := t) (v := v) (θ := θ) ψ
  have hrow := fun x (_ : x ∈ Finset.univ) =>
    Finset.sum_nonneg fun y (_ : y ∈ Finset.univ) => hterm x y
  have hS := Finset.sum_nonneg hrow
  have hle : E₀ ≤ E₁ := le_of_mul_le_mul_right (by linarith [e0.1]) hpos
  refine ⟨hle, fun heq => ?_, ?_⟩
  · -- equality: `|ψ|` is a zero-field ground state and every link term vanishes
    rw [heq] at e1
    have nz := no_zeros hG ht hψ (e0.2.mp (by linarith [e0.1]))
    have hS0 := le_antisymm (by linarith [e0.1]) hS
    refine ⟨fun x => ψ x / ((‖ψ x‖ : ℝ) : ℂ), fun x => ?_, fun x y hxy => ?_⟩
    · rw [norm_div, Complex.norm_real, norm_norm, div_self (norm_ne_zero_iff.mpr (nz x))]
    have hx := (Finset.sum_eq_zero_iff_of_nonneg hrow).mp hS0 x (Finset.mem_univ x)
    have hy := (Finset.sum_eq_zero_iff_of_nonneg fun y _ => hterm x y).mp hx y
      (Finset.mem_univ y)
    rw [if_pos hxy] at hy
    have hre := (sub_eq_zero.mp ((mul_eq_zero.mp hy).resolve_left (ht x y hxy).ne')).symm
    have him : (star (ψ x) * Complex.exp (θ x y * Complex.I) * ψ y).im = 0 := by
      have hsq := Complex.sq_norm (star (ψ x) * Complex.exp (θ x y * Complex.I) * ψ y)
      rw [Complex.normSq_apply, hn, hre] at hsq
      exact mul_self_eq_zero.mp (by linarith)
    have hz : star (ψ x) * Complex.exp (θ x y * Complex.I) * ψ y =
        ((‖ψ x‖ : ℝ) : ℂ) * ((‖ψ y‖ : ℝ) : ℂ) := by
      rw [← Complex.ofReal_mul]
      exact Complex.ext (by rw [hre, Complex.ofReal_re]) (by rw [him, Complex.ofReal_im])
    have hA : star (ψ x) * ψ x = ((‖ψ x‖ : ℝ) : ℂ) ^ 2 := Complex.conj_mul' (ψ x)
    have hB : star (ψ y) * ψ y = ((‖ψ y‖ : ℝ) : ℂ) ^ 2 := Complex.conj_mul' (ψ y)
    have hAB : ((‖ψ x‖ : ℝ) : ℂ) * ((‖ψ y‖ : ℝ) : ℂ) ≠ 0 :=
      mul_ne_zero (Complex.ofReal_ne_zero.mpr (norm_ne_zero_iff.mpr (nz x)))
        (Complex.ofReal_ne_zero.mpr (norm_ne_zero_iff.mpr (nz y)))
    have hst : star (ψ y / ((‖ψ y‖ : ℝ) : ℂ)) = star (ψ y) / ((‖ψ y‖ : ℝ) : ℂ) := by simp
    rw [hst, div_mul_div_comm, eq_div_iff hAB]
    apply mul_right_cancel₀ hAB
    linear_combination ψ x * star (ψ y) * hz -
      Complex.exp (θ x y * Complex.I) * ((‖ψ y‖ : ℝ) : ℂ) ^ 2 * hA -
      Complex.exp (θ x y * Complex.I) * star (ψ x) * ψ x * hB
  · -- converse: the site phases carry a zero-field ground state to an eigenvector in the field
    rintro ⟨g, hg, hl⟩
    refine le_antisymm (h₁.2 ?_) hle
    obtain ⟨φ, hφ, hE0⟩ := h₀.1
    refine ⟨fun x => g x * φ x, fun h => hφ ?_, ?_⟩
    · funext x
      have hgx : g x ≠ 0 := norm_ne_zero_iff.mp (by rw [hg]; exact one_ne_zero)
      exact (mul_eq_zero.mp (congrFun h x)).resolve_left hgx
    · funext x
      have hx := congrFun hE0 x
      have hs : (∑ y, if G.Adj x y then
          (t x y : ℂ) * Complex.exp (θ x y * Complex.I) * (g y * φ y) else 0) =
          g x * ∑ y, if G.Adj x y then (t x y : ℂ) *
            Complex.exp (((0 : V → V → ℝ) x y : ℝ) * Complex.I) * φ y else 0 := by
        rw [Finset.mul_sum]
        refine Finset.sum_congr rfl fun y _ => ?_
        split_ifs with h
        · have hu : star (g y) * g y = 1 :=
            (Complex.conj_mul' (g y)).trans (by rw [hg]; norm_num)
          rw [hl x y h]
          simp only [Pi.zero_apply, Complex.ofReal_zero, zero_mul, Complex.exp_zero]
          linear_combination ((t x y : ℂ) * g x * φ y) * hu
        · rw [mul_zero]
      simp only [hamiltonian_mulVec, Pi.smul_apply, smul_eq_mul] at hx ⊢
      rw [hs]
      linear_combination g x * hx
```

Q: So equality means θ_xy = α_x − α_y for real site angles α?

A: Only modulo 2π. A triangle with total phase 2π has its zero-field ground energy, yet no real α reproduces θ exactly. Modelling each link by a unit complex number u_xy with u_yx = ū_xy would describe the same Hamiltonians and remove the ambiguity, but the flux would no longer be a plain sum of angles.

Q: Does this cover everything called diamagnetic inequality?

A: It compares lowest eigenvalues on a lattice; the continuum bound on the gradient of |ψ| is a different statement. Zeeman coupling, interactions and the total energy of several fermions are also absent.

Q: Can I see a field that really costs energy?

A: Thread a triangle of mutually neighbouring sites x, y, z with a flux whose total link phase θ_xy + θ_yz + θ_zx is not a multiple of 2π. If E₁ equalled E₀, the product of the three link phases would be

g_x ḡ_y · g_y ḡ_z · g_z ḡ_x = 1,

which the flux forbids. Hence E₀ < E₁.

```lean
/-- On a connected graph with symmetric positive hopping and antisymmetric link phases, if the phase
factors `exp (i θ)` around some triangle of edges do not multiply to one, the lowest level lies
strictly above its zero-field value. -/
theorem triangle_flux_raises_energy (hG : G.Connected) (hsymm : ∀ x y, t x y = t y x)
    (ht : ∀ x y, G.Adj x y → 0 < t x y) (hθ : ∀ x y, θ y x = -θ x y) {E₀ E₁ : ℝ}
    (h₀ : IsLeast (levels (hamiltonian G t v 0)) E₀)
    (h₁ : IsLeast (levels (hamiltonian G t v θ)) E₁) {x y z : V}
    (hxy : G.Adj x y) (hyz : G.Adj y z) (hzx : G.Adj z x)
    (hflux : Complex.exp (((θ x y + θ y z + θ z x : ℝ) : ℂ) * Complex.I) ≠ 1) : E₀ < E₁ := by
  obtain ⟨hle, hiff⟩ := diamagnetic_inequality hG hsymm ht hθ h₀ h₁
  refine lt_of_le_of_ne hle fun h => hflux ?_
  obtain ⟨g, hg, hl⟩ := hiff.mp h.symm
  have hu : ∀ w, star (g w) * g w = 1 := fun w =>
    (Complex.conj_mul' (g w)).trans (by rw [hg]; norm_num)
  -- the site phases cancel around the closed loop
  rw [Complex.ofReal_add, Complex.ofReal_add, add_mul, add_mul, Complex.exp_add,
    Complex.exp_add, hl x y hxy, hl y z hyz, hl z x hzx]
  calc g x * star (g y) * (g y * star (g z)) * (g z * star (g x))
      = (star (g x) * g x) * (star (g y) * g y) * (star (g z) * g z) := by ring
    _ = 1 := by rw [hu, hu, hu, one_mul, one_mul]

end

end DiamagneticInequality
```

```lean
#print axioms DiamagneticInequality.exists_lowest_level
#print axioms DiamagneticInequality.triangle_flux_raises_energy
```

```
'DiamagneticInequality.exists_lowest_level' depends on axioms: [propext, Classical.choice, Quot.sound]
'DiamagneticInequality.triangle_flux_raises_energy' depends on axioms: [propext, Classical.choice, Quot.sound]
```
